# Vacuum variance of the Gaussian-smeared free electric field: $1/(4\pi^2L^4)$ summed over components, in natural units

Let $\mathbf E_L$ be the free electric field at one instant, averaged over space with the normalised Gaussian $(2\pi L^2)^{-3/2}e^{-x^2/2L^2}$, whose Fourier profile is $e^{-L^2k^2/2}$. The question is how strongly $\mathbf E_L$ fluctuates in the vacuum. Units are Heaviside–Lorentz with $\hbar=c=1$, the momentum measure is $d^3k/(2\pi)^3$, and $[a_\lambda(\mathbf k),a^\dagger_{\lambda'}(\mathbf k')]=(2\pi)^3\delta_{\lambda\lambda'}\delta^3(\mathbf k-\mathbf k')$ for the two polarizations $\lambda$.

With polarization vectors $\boldsymbol\epsilon_\lambda$, the mode expansion of the field gives, for a direction $\mathbf n$,

$$\mathbf n\cdot\mathbf E_L|0\rangle=-i\int\!\frac{d^3k}{(2\pi)^3}\sqrt{\frac{|\mathbf k|}{2}}\,e^{-L^2k^2/2}\sum_\lambda(\mathbf n\cdot\boldsymbol\epsilon_\lambda^*)\,a_\lambda^\dagger(\mathbf k)|0\rangle .$$

This one-photon state is orthogonal to the vacuum, so the mean field is zero and the variance is the squared norm of the state. The Lean code starts from this wave function; the step from field operators to it is the physical input.

## The one-photon state in Lean

```lean
import Mathlib

open MeasureTheory Real Set

namespace SmearedElectricField

noncomputable section

/-- Three-dimensional Euclidean space, used for photon momenta and field directions. -/
abbrev Vec3 := EuclideanSpace ℝ (Fin 3)
```

`Vec3` is $\mathbb R^3$ with its usual length `‖k‖` and scalar product `inner ℝ k n`. It holds both momenta and field directions.

```lean
/-- The part of `n` perpendicular to the momentum `k`, for `k ≠ 0`. -/
def transversePart (k n : Vec3) : Vec3 := n - (inner ℝ k n / ‖k‖ ^ 2) • k
```

This is $\mathbf n_\perp=\mathbf n-\frac{\mathbf k\cdot\mathbf n}{k^2}\mathbf k$, where `•` multiplies a vector by a number. It replaces an explicit choice of polarization vectors, since $\sum_\lambda|\mathbf n\cdot\boldsymbol\epsilon_\lambda|^2=|\mathbf n_\perp|^2$.

```lean
/-- The one-photon wave function, up to a constant phase, that the electric field along `n`,
smeared with Fourier profile `exp (-k²L²/2)`, creates from the vacuum (natural units). -/
def photonAmplitude (L : ℝ) (n k : Vec3) : Vec3 :=
  (√(‖k‖ / 2) * exp (-(L ^ 2 * ‖k‖ ^ 2) / 2)) • transversePart k n
```

The wave function is $\sqrt{|\mathbf k|/2}\;e^{-L^2k^2/2}\,\mathbf n_\perp$, with the constant phase $-i$ dropped. It takes vector values, so it carries the polarization as well.

```lean
/-- The squared one-photon wave function per unit momentum volume, with the measure factor
`1/(2π)³`. -/
def spectralDensity (L : ℝ) (n k : Vec3) : ℝ :=
  ‖photonAmplitude L n k‖ ^ 2 / (2 * π) ^ 3
```

Call this density $\rho_{\mathbf n}(\mathbf k)$. It is the squared length of the wave function, and it contains the factor $1/(2\pi)^3$.

```lean
/-- For `L ≠ 0`, the vacuum variance of the smeared electric field along `n`: the squared norm of
the one-photon state that the field creates from the vacuum. -/
def fieldVariance (L : ℝ) (n : Vec3) : ℝ := ∫ k, spectralDensity L n k
```

The variance along $\mathbf n$ is $\int\rho_{\mathbf n}(\mathbf k)\,d^3k$, with the ordinary volume measure. Lean gives the value zero to the integral of a non-integrable function, so the theorems below state integrability together with each value.

## Transversality and the spectral density

```lean
/-- The photon wave function is perpendicular to the momentum. -/
theorem photonAmplitude_transverse (L : ℝ) (n k : Vec3) :
    inner ℝ k (photonAmplitude L n k) = 0 := by
  by_cases hk : k = 0
  · simp [hk]
  · have hK : ‖k‖ ≠ 0 := norm_ne_zero_iff.mpr hk
    have h : inner ℝ k n / ‖k‖ ^ 2 * ‖k‖ ^ 2 = inner ℝ k n := by field_simp
    simp only [photonAmplitude, transversePart, inner_smul_right, inner_sub_right,
      real_inner_self_eq_norm_sq]
    rw [h, sub_self, mul_zero]
```

For every $L$, $\mathbf n$ and $\mathbf k$, the wave function is perpendicular to $\mathbf k$. By hand, $\mathbf k\cdot\mathbf n_\perp=\mathbf k\cdot\mathbf n-\frac{\mathbf k\cdot\mathbf n}{k^2}k^2=0$. The proof treats $\mathbf k=0$ separately, and `h` is the cancellation of $k^2$.

```lean
/-- The spectral density is half the photon energy times the squared smearing profile, the
squared length of the transverse part of `n`, and `1/(2π)³`. -/
theorem spectralDensity_eq (L : ℝ) (n k : Vec3) :
    spectralDensity L n k = ‖k‖ / 2 * exp (-(L ^ 2 * ‖k‖ ^ 2)) *
      (‖n‖ ^ 2 - inner ℝ k n ^ 2 / ‖k‖ ^ 2) / (2 * π) ^ 3 := by
  -- Pythagoras for the transverse part
  have hT : ‖transversePart k n‖ ^ 2 = ‖n‖ ^ 2 - inner ℝ k n ^ 2 / ‖k‖ ^ 2 := by
    by_cases hk : k = 0
    · simp [hk, transversePart]
    · have hK : ‖k‖ ≠ 0 := norm_ne_zero_iff.mpr hk
      have h : inner ℝ k n / ‖k‖ ^ 2 * ‖k‖ ^ 2 = inner ℝ k n := by field_simp
      rw [transversePart, norm_sub_sq_real, inner_smul_right, norm_smul, mul_pow,
        Real.norm_eq_abs, sq_abs, real_inner_comm k n]
      linear_combination (inner ℝ k n / ‖k‖ ^ 2) * h
  have he : exp (-(L ^ 2 * ‖k‖ ^ 2) / 2) ^ 2 = exp (-(L ^ 2 * ‖k‖ ^ 2)) := by
    rw [← Real.exp_nat_mul]
    congr 1
    push_cast
    ring
  have hn : ‖photonAmplitude L n k‖ ^ 2 = ‖k‖ / 2 * exp (-(L ^ 2 * ‖k‖ ^ 2)) *
      (‖n‖ ^ 2 - inner ℝ k n ^ 2 / ‖k‖ ^ 2) := by
    rw [photonAmplitude, norm_smul, mul_pow, Real.norm_eq_abs, sq_abs, mul_pow,
      Real.sq_sqrt (by positivity), he, hT]
  rw [spectralDensity, hn]
```

The theorem says

$$\rho_{\mathbf n}(\mathbf k)=\frac{1}{(2\pi)^3}\,\frac{|\mathbf k|}{2}\,e^{-L^2k^2}\left(n^2-\frac{(\mathbf k\cdot\mathbf n)^2}{k^2}\right).$$

Expanding the square gives $|\mathbf n_\perp|^2=n^2-2\frac{(\mathbf k\cdot\mathbf n)^2}{k^2}+\frac{(\mathbf k\cdot\mathbf n)^2}{k^2}$, which is the bracket; this is `hT`. Squaring the Gaussian removes the one half in its exponent (`he`), and `hn` assembles the factors.

```lean
/-- Summed over the three Cartesian field components, the spectral density is
`|k| exp (-L²k²) / (2π)³`. -/
theorem sum_spectralDensity (L : ℝ) (k : Vec3) :
    ∑ i : Fin 3, spectralDensity L (EuclideanSpace.single i 1) k =
      ‖k‖ * exp (-(L ^ 2 * ‖k‖ ^ 2)) / (2 * π) ^ 3 := by
  by_cases hk : k = 0
  · simp [spectralDensity_eq, hk]
  · have hK : ‖k‖ ^ 2 ≠ 0 := pow_ne_zero 2 (norm_ne_zero_iff.mpr hk)
    have hs : k 0 ^ 2 + k 1 ^ 2 + k 2 ^ 2 = ‖k‖ ^ 2 := by
      simp [EuclideanSpace.norm_sq_eq, Fin.sum_univ_three]
    have hd : k 0 ^ 2 / ‖k‖ ^ 2 + k 1 ^ 2 / ‖k‖ ^ 2 + k 2 ^ 2 / ‖k‖ ^ 2 = 1 := by
      rw [← add_div, ← add_div, hs, div_self hK]
    have h1 (i : Fin 3) : ‖(EuclideanSpace.single i 1 : Vec3)‖ = 1 := by simp
    have h2 (i : Fin 3) : inner ℝ k (EuclideanSpace.single i 1 : Vec3) = k i := by
      simp [EuclideanSpace.inner_single_right]
    simp only [spectralDensity_eq, Fin.sum_univ_three, h1, h2]
    linear_combination (-(‖k‖ / 2 * exp (-(L ^ 2 * ‖k‖ ^ 2)) / (2 * π) ^ 3)) * hd
```

`EuclideanSpace.single i 1` is the Cartesian unit vector $\mathbf e_i$, with $i=0,1,2$. For $\mathbf k\neq0$,

$$\sum_{i=0}^{2}\left(1-\frac{k_i^2}{k^2}\right)=3-1=2,$$

and this 2 cancels the one half in $|\mathbf k|/2$. The two photon polarizations thus appear as the trace of the transverse projector. In the proof, `hd` is $\sum_i k_i^2/k^2=1$, and `linear_combination` inserts it into the sum. At $\mathbf k=0$ both sides vanish.

## The momentum integral

```lean
/-- For `L > 0` the function `|k| exp (-L²k²) / (2π)³` is integrable over momentum space, and
its integral is `1/(4π²L⁴)`. -/
theorem momentum_integral {L : ℝ} (hL : 0 < L) :
    Integrable (fun k : Vec3 => ‖k‖ * exp (-(L ^ 2 * ‖k‖ ^ 2)) / (2 * π) ^ 3) ∧
    ∫ k : Vec3, ‖k‖ * exp (-(L ^ 2 * ‖k‖ ^ 2)) / (2 * π) ^ 3 = 1 / (4 * π ^ 2 * L ^ 4) := by
  -- the radial integral is a Gamma integral
  have hr : ∫ y in Ioi (0 : ℝ), y ^ 2 • (y * exp (-(L ^ 2 * y ^ 2)) / (2 * π) ^ 3) =
      ((L ^ 2) ^ 2)⁻¹ * (1 / 2) * 1 / (2 * π) ^ 3 := by
    have h := integral_rpow_mul_exp_neg_mul_rpow (p := 2) (q := 3) (b := L ^ 2)
      (by norm_num) (by norm_num) (by positivity)
    rw [show (-(3 + 1) / 2 : ℝ) = -2 by norm_num, show ((3 + 1) / 2 : ℝ) = 2 by norm_num,
      Real.Gamma_two, Real.rpow_neg (sq_nonneg L), Real.rpow_two (L ^ 2)] at h
    rw [← h, ← integral_div]
    refine setIntegral_congr_fun measurableSet_Ioi (fun y _ => ?_)
    have h3 : y ^ (3 : ℝ) = y ^ 3 := by exact_mod_cast Real.rpow_natCast y 3
    simp only [h3, Real.rpow_two, neg_mul, smul_eq_mul]
    ring
  have hb : (volume : Measure Vec3).real (Metric.ball 0 1) = π * 4 / 3 := by
    rw [Measure.real, EuclideanSpace.volume_ball_fin_three, ENNReal.ofReal_one, one_pow,
      one_mul, ENNReal.toReal_ofReal (by positivity)]
  -- spherical coordinates
  have key : ∫ k : Vec3, ‖k‖ * exp (-(L ^ 2 * ‖k‖ ^ 2)) / (2 * π) ^ 3 =
      3 • (π * 4 / 3) • ∫ y in Ioi (0 : ℝ),
        y ^ 2 • (y * exp (-(L ^ 2 * y ^ 2)) / (2 * π) ^ 3) := by
    have h := integral_fun_norm_addHaar (volume : Measure Vec3)
      (fun r : ℝ => r * exp (-(L ^ 2 * r ^ 2)) / (2 * π) ^ 3)
    rw [finrank_euclideanSpace_fin, hb] at h
    exact h
  have hv : ∫ k : Vec3, ‖k‖ * exp (-(L ^ 2 * ‖k‖ ^ 2)) / (2 * π) ^ 3 =
      1 / (4 * π ^ 2 * L ^ 4) := by
    rw [key, hr]
    simp only [nsmul_eq_mul, smul_eq_mul]
    push_cast
    field_simp
    ring
  refine ⟨?_, hv⟩
  -- a non-integrable function would have integral zero in Lean
  by_contra h
  have h0 := integral_undef h
  have hp : 0 < 1 / (4 * π ^ 2 * L ^ 4) := by positivity
  linarith
```

The hypothesis `hL` says $L>0$, and `∧` joins two claims: the function is integrable, and its integral has the stated value. In spherical coordinates, with $t=L^2y^2$ for the radial momentum $y$,

$$\frac{4\pi}{(2\pi)^3}\int_0^\infty y^3e^{-L^2y^2}dy=\frac{1}{2\pi^2}\cdot\frac{1}{2L^4}\int_0^\infty t\,e^{-t}dt=\frac{1}{4\pi^2L^4},$$

because the last integral is $\Gamma(2)=1$.

The radial integral is `hr`. Mathlib writes the solid angle as three times the volume of the unit ball, $3\cdot\frac{4\pi}{3}$; the volume is `hb`, and `key` is the change to spherical coordinates. By hand, integrability follows from the Gaussian decay. Lean gets it from the value: a non-integrable function would have integral zero, but the result is positive. At $L=0$ the integral diverges, so $L\neq0$ is needed; the positive sign fits a length.

```lean
/-- For `L > 0` the spectral density of the field along any `n` is integrable. -/
theorem integrable_spectralDensity {L : ℝ} (hL : 0 < L) (n : Vec3) :
    Integrable (spectralDensity L n) := by
  have hm : Measurable (spectralDensity L n) := by
    have h1 : Measurable (fun k : Vec3 => ‖k‖ / 2 * exp (-(L ^ 2 * ‖k‖ ^ 2))) :=
      Continuous.measurable (by fun_prop)
    have h2 : Measurable (fun k : Vec3 => inner ℝ k n ^ 2) :=
      Continuous.measurable (by fun_prop)
    have h3 : Measurable (fun k : Vec3 => ‖k‖ ^ 2) := Continuous.measurable (by fun_prop)
    rw [funext (spectralDensity_eq L n)]
    exact (h1.mul (measurable_const.sub (h2.div h3))).div_const _
  refine ((momentum_integral hL).1.const_mul (‖n‖ ^ 2 / 2)).mono' hm.aestronglyMeasurable
    (ae_of_all _ fun k => ?_)
  have h0 : 0 ≤ spectralDensity L n k := by unfold spectralDensity; positivity
  rw [Real.norm_of_nonneg h0, spectralDensity_eq, ← sub_nonneg]
  -- the bound exceeds the density by the longitudinal part
  have h : ‖n‖ ^ 2 / 2 * (‖k‖ * exp (-(L ^ 2 * ‖k‖ ^ 2)) / (2 * π) ^ 3) -
      ‖k‖ / 2 * exp (-(L ^ 2 * ‖k‖ ^ 2)) *
        (‖n‖ ^ 2 - inner ℝ k n ^ 2 / ‖k‖ ^ 2) / (2 * π) ^ 3 =
      ‖k‖ / 2 * exp (-(L ^ 2 * ‖k‖ ^ 2)) * (inner ℝ k n ^ 2 / ‖k‖ ^ 2) / (2 * π) ^ 3 := by
    ring
  rw [h]
  positivity
```

The density for a single direction is integrable too. It is non-negative, and dropping the longitudinal term gives

$$0\le\rho_{\mathbf n}(\mathbf k)\le\frac{n^2}{2}\,\frac{|\mathbf k|e^{-L^2k^2}}{(2\pi)^3}.$$

The right-hand side is integrable by the previous theorem. The proof first checks measurability (`hm`), then applies this comparison through `mono'`.

## The variance of the field

```lean
/-- For `L > 0` the vacuum variance of the smeared electric field, summed over its three
components, is `1/(4π²L⁴)`, and each component has an integrable spectral density. -/
theorem total_fieldVariance {L : ℝ} (hL : 0 < L) :
    (∀ i : Fin 3, Integrable (spectralDensity L (EuclideanSpace.single i 1))) ∧
    ∑ i : Fin 3, fieldVariance L (EuclideanSpace.single i 1) = 1 / (4 * π ^ 2 * L ^ 4) := by
  refine ⟨fun i => integrable_spectralDensity hL _, ?_⟩
  simp only [fieldVariance]
  rw [← MeasureTheory.integral_finsetSum _ (fun i _ => integrable_spectralDensity hL _)]
  simp only [sum_spectralDensity]
  exact (momentum_integral hL).2
```

Each Cartesian density is integrable, so the finite sum can be moved inside the integral:

$$\sum_i\int\rho_{\mathbf e_i}\,d^3k=\int\frac{|\mathbf k|e^{-L^2k^2}}{(2\pi)^3}\,d^3k=\frac{1}{4\pi^2L^4}.$$

The two rewriting steps are this exchange and the sum over components found above. For a free field in its vacuum with this Gaussian average, the root-mean-square field is therefore $1/(2\pi L^2)$.

```lean
/-- Rotating or reflecting the field direction leaves the vacuum variance unchanged. -/
theorem fieldVariance_isometry (L : ℝ) (U : Vec3 ≃ₗᵢ[ℝ] Vec3) (n : Vec3) :
    fieldVariance L (U n) = fieldVariance L n := by
  have h (k : Vec3) : spectralDensity L (U n) (U k) = spectralDensity L n k := by
    simp only [spectralDensity_eq, U.norm_map, U.inner_map_map]
  calc fieldVariance L (U n) = ∫ k, spectralDensity L (U n) (U k) :=
        (U.measurePreserving.integral_comp U.toHomeomorph.measurableEmbedding _).symm
    _ = fieldVariance L n := by simp only [h, fieldVariance]
```

`Vec3 ≃ₗᵢ[ℝ] Vec3` is the type of invertible linear maps that preserve length, that is, rotations, reflections and their combinations. For such a $U$, lengths and scalar products do not change, so $\rho_{U\mathbf n}(U\mathbf k)=\rho_{\mathbf n}(\mathbf k)$; this is `h`. Substituting $\mathbf k\to U\mathbf k$, which preserves volume, gives

$$\int\rho_{U\mathbf n}(\mathbf k)\,d^3k=\int\rho_{U\mathbf n}(U\mathbf k)\,d^3k=\int\rho_{\mathbf n}(\mathbf k)\,d^3k .$$

The `calc` block contains these two equalities. At $L=0$ both variances are zero by Lean's convention for integrals, so the theorem has physical content only for $L\neq0$.

```lean
/-- For `L > 0` the smeared electric field along any unit vector has an integrable spectral
density and vacuum variance `1/(12π²L⁴)`. -/
theorem fieldVariance_unit {L : ℝ} (hL : 0 < L) {n : Vec3} (hn : ‖n‖ = 1) :
    Integrable (spectralDensity L n) ∧ fieldVariance L n = 1 / (12 * π ^ 2 * L ^ 4) := by
  refine ⟨integrable_spectralDensity hL n, ?_⟩
  -- a reflection carries `n` to each coordinate axis
  have hi (i : Fin 3) : fieldVariance L (EuclideanSpace.single i 1) = fieldVariance L n := by
    have h := Submodule.reflection_sub (v := n) (w := (EuclideanSpace.single i 1 : Vec3))
      (by simp [hn])
    rw [← h]
    exact fieldVariance_isometry L _ n
  have ht := (total_fieldVariance hL).2
  simp only [hi, Fin.sum_univ_three] at ht
  have h3 : 1 / (12 * π ^ 2 * L ^ 4) = 1 / (4 * π ^ 2 * L ^ 4) / 3 := by
    rw [div_div]
    congr 1
    ring
  rw [h3, ← ht]
  ring

end

end SmearedElectricField
```

Every unit vector $\mathbf n$ has the same variance. The reflection in the plane perpendicular to $\mathbf n-\mathbf e_i$ carries $\mathbf n$ to $\mathbf e_i$; if the two already coincide, it is the identity. By the previous theorem the three Cartesian variances all equal the one along $\mathbf n$ (`hi`). Their sum is known (`ht`), so each is one third of it:

$$\langle0|(\mathbf n\cdot\mathbf E_L)^2|0\rangle=\frac13\cdot\frac{1}{4\pi^2L^4}=\frac{1}{12\pi^2L^4}.$$

```lean
#print axioms SmearedElectricField.photonAmplitude_transverse
#print axioms SmearedElectricField.total_fieldVariance
#print axioms SmearedElectricField.fieldVariance_unit
```

```
'SmearedElectricField.photonAmplitude_transverse' depends on axioms: [propext, Classical.choice, Quot.sound]
'SmearedElectricField.total_fieldVariance' depends on axioms: [propext, Classical.choice, Quot.sound]
'SmearedElectricField.fieldVariance_unit' depends on axioms: [propext, Classical.choice, Quot.sound]
```
